# Uniform scaling by g > 0 multiplies the long-range exchange energy by g, with the range-separation parameter w replaced by w/g

For a density matrix P(x,y) in three dimensions, the long-range exchange energy E(w)[P] is taken, up to a prefactor, as minus the integral of |P(x,y)|² erf(w|x−y|)/|x−y| over all pairs of points. The theorem says that if P is replaced by P_g(x,y) = g³P(gx,gy), with g > 0, then E(w)[P_g] = g E(w/g)[P]. Here P is any complex-valued function of two points, with no normalisation, symmetry or integrability assumed; where the integral does not converge absolutely, Lean gives it the value zero. The attempt first shows that the two integrands agree point by point up to a factor g⁷, then changes variables in six dimensions, which gives a factor g⁻⁶ and leaves g.

An attempt in Lean 4 with a fault in it:

```lean
import Mathlib

open MeasureTheory

namespace RangeSeparatedExchange

noncomputable section

/-- Three-dimensional Euclidean space. -/
abbrev Space := EuclideanSpace ℝ (Fin 3)

/-- Lebesgue measure on pairs of points. -/
abbrev pairVolume : Measure (Space × Space) := (volume : Measure Space).prod volume

/-- The error function, as a normalised Gaussian integral from `0` to `x`. -/
def erf (x : ℝ) : ℝ := 2 / √Real.pi * ∫ t in (0 : ℝ)..x, Real.exp (-t ^ 2)

/-- The exchange density `|P(x,y)|² / |x - y|` of a density matrix `P`, for `x ≠ y`. -/
def exchangeDensity (P : Space × Space → ℂ) (z : Space × Space) : ℝ :=
  ‖P z‖ ^ 2 / ‖z.1 - z.2‖

/-- The long-range exchange energy with range-separation parameter `w`, up to the conventional
prefactor: the Coulomb interaction `1/r` is replaced by `erf (w r) / r`. -/
def longRangeExchange (w : ℝ) (P : Space × Space → ℂ) : ℝ :=
  -∫ z, exchangeDensity P z * erf (w * ‖z.1 - z.2‖) ∂pairVolume

/-- The uniformly scaled density matrix `P_g(x,y) = g³ P(gx, gy)`. -/
def scaled (g : ℝ) (P : Space × Space → ℂ) (z : Space × Space) : ℂ :=
  (g : ℂ) ^ 3 * P (g • z.1, g • z.2)

lemma exchangeDensity_scaled {g : ℝ} (hg : 0 < g) (P : Space × Space → ℂ)
    (z : Space × Space) :
    exchangeDensity (scaled g P) z = g ^ 7 * exchangeDensity P (g • z) := by
  have hn : ‖(g • z).1 - (g • z).2‖ = g * ‖z.1 - z.2‖ := by
    rw [Prod.smul_fst, Prod.smul_snd, ← smul_sub, norm_smul, Real.norm_of_nonneg hg.le]
  have hp : ‖scaled g P z‖ = g ^ 3 * ‖P (g • z)‖ := by
    unfold scaled
    rw [norm_mul, norm_pow, Complex.norm_real, Real.norm_of_nonneg hg.le]
    rfl
  unfold exchangeDensity
  rw [hn, hp]
  have h : g ^ 7 * (‖P (g • z)‖ ^ 2 / (g * ‖z.1 - z.2‖))
      = (g * g⁻¹) * (g ^ 6 * ‖P (g • z)‖ ^ 2 / ‖z.1 - z.2‖) := by ring
  rw [h, mul_inv_cancel₀ hg.ne']
  ring

lemma integral_scaled {g : ℝ} (hg : 0 < g) (F : Space × Space → ℝ) :
    ∫ z, g ^ 7 * F (g • z) ∂pairVolume = g * ∫ z, F z ∂pairVolume := by
  have hfin : Module.finrank ℝ (Space × Space) = 6 := by simp [Module.finrank_prod]
  have h6 : (0 : ℝ) < (g ^ 6)⁻¹ := by positivity
  have h7 : g ^ 7 * (g ^ 6)⁻¹ = g := by field_simp
  rw [integral_const_mul, Measure.integral_comp_smul pairVolume F g, hfin,
    abs_of_pos h6, smul_eq_mul, ← mul_assoc, h7]

/-- Scaling law of long-range exchange: `E(w)[P_g] = g E(w/g)[P]`. -/
theorem longRangeExchange_scaled {g : ℝ} (hg : 0 < g) (w : ℝ) (P : Space × Space → ℂ) :
    longRangeExchange w (scaled g P) = g * longRangeExchange (w / g) P := by
  have key : ∀ z : Space × Space,
      exchangeDensity (scaled g P) z * erf (w * ‖z.1 - z.2‖) =
        g ^ 7 * (fun y : Space × Space =>
          exchangeDensity P y * erf (w / g * ‖y.1 - y.2‖)) (g • z) := by
    intro z
    have hn : w / g * ‖(g • z).1 - (g • z).2‖ = w * ‖z.1 - z.2‖ := by
      rw [Prod.smul_fst, Prod.smul_snd, ← smul_sub, norm_smul,
        Real.norm_of_nonneg hg.le, ← mul_assoc, div_mul_cancel₀ _ hg.ne']
    show _ = g ^ 7 * (exchangeDensity P (g • z) * erf (w / g * ‖(g • z).1 - (g • z).2‖))
    rw [hn, exchangeDensity_scaled hg, mul_assoc]
  unfold longRangeExchange
  rw [integral_congr_ae (Filter.Eventually.of_forall key), integral_scaled hg, mul_neg]

end

end RangeSeparatedExchange
```

The error:

```
Main.lean:69:59: error: Tactic `rewrite` failed: Did not find an occurrence of the pattern
  ∫ (z : Space × Space), g ^ 7 * ?F (g • z) ∂pairVolume
in the target expression
  -∫ (a : Space × Space), g ^ 7 * (fun y => exchangeDensity P y * erf (w / g * ‖y.1 - y.2‖)) (g • a) ∂pairVolume =
    g * -∫ (z : Space × Space), exchangeDensity P z * erf (w / g * ‖z.1 - z.2‖) ∂pairVolume

g : ℝ
hg : 0 < g
w : ℝ
P : Space × Space → ℂ
key :
  ∀ (z : Space × Space),
    exchangeDensity (scaled g P) z * erf (w * ‖z.1 - z.2‖) =
      g ^ 7 * (fun y => exchangeDensity P y * erf (w / g * ‖y.1 - y.2‖)) (g • z)
⊢ -∫ (a : Space × Space), g ^ 7 * (fun y => exchangeDensity P y * erf (w / g * ‖y.1 - y.2‖)) (g • a) ∂pairVolume =
    g * -∫ (z : Space × Space), exchangeDensity P z * erf (w / g * ‖z.1 - z.2‖) ∂pairVolume
```

Lean accepts the file once it reads:

```diff
@@ -66,6 +66,11 @@
     show _ = g ^ 7 * (exchangeDensity P (g • z) * erf (w / g * ‖(g • z).1 - (g • z).2‖))
     rw [hn, exchangeDensity_scaled hg, mul_assoc]
+  have hF := integral_scaled hg (fun y : Space × Space =>
+    exchangeDensity P y * erf (w / g * ‖y.1 - y.2‖))
+  have hE : ∫ z, exchangeDensity (scaled g P) z * erf (w * ‖z.1 - z.2‖) ∂pairVolume =
+      g * ∫ z, exchangeDensity P z * erf (w / g * ‖z.1 - z.2‖) ∂pairVolume :=
+    (integral_congr_ae (Filter.Eventually.of_forall key)).trans hF
   unfold longRangeExchange
-  rw [integral_congr_ae (Filter.Eventually.of_forall key), integral_scaled hg, mul_neg]
+  rw [hE, mul_neg]
 
 end
```

Cause. The message says that `rw` could not find the left side of `integral_scaled hg` in the goal. The rewrite before it had worked, and the goal does contain an integral of the right shape, but the function `F` was left for Lean to find. In the pattern it appears only as `?F (g • z)`. Because `?F` is applied to `g • z` and not to the bare variable `z`, this is not a form from which Lean's unifier can in general read off a function. The function is visible in the goal as a `fun y => ...` applied to `g • a`, but the unifier can reduce that application, and then no separate function is left to match.

The repair gives the function explicitly in `hF`, so nothing has to be guessed. `hE` then joins the pointwise identity `key` to `hF` with `.trans`; the remaining differences are only function applications that Lean can reduce. The last line rewrites with `hE`, whose left side is fully specified and matches the integral in the unfolded goal, and `mul_neg` moves the minus sign as the first attempt intended.
